# Initial slope of the collective emission rate of $N$ fully excited qubits

## Physical setting

Take $N$ emitters, each reduced to a ground and an excited level, prepare all of them excited, and let them radiate into a common field. Independent emitters with decay rate $\Gamma$ emit at the total rate $N\Gamma e^{-\Gamma t}$, which falls from the start. When the emitters share field modes, the first photon need not reveal which of them emitted it; the amplitudes for the next emission can then interfere, and the total rate can first grow. The question is which couplings make it grow at $t=0$.

Let $s_j$ be the lowering operator of emitter $j$. With the field in its vacuum state, eliminated in the Born–Markov and rotating-wave approximations, and with $\hbar = 1$, the density matrix $\rho$ obeys $\dot\rho = \mathcal L\rho$ with

$$\mathcal L\rho = -i[H,\rho] + \sum_{ij} G_{ij}\Big(s_j\rho s_i^\dagger - \tfrac12\{s_i^\dagger s_j,\rho\}\Big),\qquad H=\sum_{ij}J_{ij}s_i^\dagger s_j .$$

The $N\times N$ matrix $G$ holds the decay rates on its diagonal and the cross-damping off it; $J$ holds transition frequencies and exchange couplings. The emission rate is $\operatorname{tr}(R\rho)$ with $R=\sum_{ij}G_{ij}s_i^\dagger s_j$. Its reading as the rate at which excitations are lost is physical background: the file takes $\operatorname{tr}(R\rho)$ as the definition of the rate. For molecular ensembles coupled to a lossy cavity or a structured photonic environment, the result below gives the initial slope from $G$ alone, if the molecules can be treated as two-level systems that all start excited and obey this master equation, which contains no drive, dephasing or vibrational structure.

## Statement

Let $|e\rangle$ be the normalised state with every emitter excited, and define the slope operator
$$S=\sum_{ij}G_{ij}\,s_i^\dagger R\,s_j-R^2 .$$

1. For any complex $G$, $\langle e|S|e\rangle=\operatorname{tr}G^2-2\sum_jG_{jj}^2$ (`slope_expectation`). If every $G_{jj}$ equals a real $\Gamma$, this is $\operatorname{tr}G^2-2N\Gamma^2$ (`slope_expectation_uniform`).
2. If $\rho(0)=|e\rangle\langle e|$ and $\dot\rho(0)=\mathcal L\rho(0)$, then $\operatorname{tr}(R\rho(t))$ has derivative $\operatorname{tr}G^2-2\sum_jG_{jj}^2$ at $t=0$, whatever $J$ is (`rate_hasDerivAt`).
3. If moreover $N\ge1$ and $G$ is Hermitian with diagonal $\Gamma$ and eigenvalues $\lambda_i$, the initial slope of $\operatorname{Re}\operatorname{tr}(R\rho)$ is positive if and only if $\frac1N\sum_i\lambda_i^2>2\Gamma^2$ (`initial_rise_iff`).
4. If all $G_{ij}=\Gamma$, then $\langle e|S|e\rangle=N(N-2)\Gamma^2$ (`slope_expectation_dicke`).

For $N=1$ the slope is $-\Gamma^2$, that of $\Gamma e^{-\Gamma t}$. In the Dicke limit it vanishes at $N=2$ and is positive from $N=3$ on when $\Gamma\ne0$. Dicke superradiance usually means the whole delayed burst with its peak height and duration; these theorems fix one number, the first derivative at $t=0$, and say nothing about later times.

## Derivation

Label a basis state $|A\rangle$ by the set $A$ of excited emitters. Then $s_j|B\rangle=|B\setminus j\rangle$ if $j\in B$, and zero otherwise. For any operator $M$,
$$\langle A|s_i^\dagger Ms_j|B\rangle=\langle A\setminus i|M|B\setminus j\rangle\quad\text{if } i\in A,\ j\in B,$$
and zero otherwise.

First take $M=1$ and $A$ the full set. The element $\langle e|s_k^\dagger s_l|B\rangle$ is 1 exactly when $l\in B$ and $B\setminus l$ lacks only $k$, which forces $l=k$ and $B$ full. Hence $\langle e|R=(\operatorname{tr}G)\langle e|$ and $\langle e|R^2|e\rangle=(\operatorname{tr}G)^2$.

Next let $|h_i\rangle=s_i|e\rangle$ be the state with one hole at $i$. The element $\langle h_i|s_k^\dagger s_l|h_j\rangle$ is 1 when $k\ne i$, $l\ne j$ and the two-hole sets $\{i,k\}$ and $\{j,l\}$ agree. They agree by direct pairing, $i=j$ and $k=l$, or by exchange pairing, $l=i$ and $k=j$. The condition $k\neq i$ removes the term $k=i$ from the first and requires $i\ne j$ in the second, so
$$\langle h_i|R|h_j\rangle=\delta_{ij}(\operatorname{tr}G-G_{ii})+(1-\delta_{ij})G_{ji}=\delta_{ij}(\operatorname{tr}G-2G_{ii})+G_{ji}.$$
Summing against $G_{ij}$,
$$\sum_{ij}G_{ij}\langle h_i|R|h_j\rangle=(\operatorname{tr}G)^2-2\sum_jG_{jj}^2+\sum_{ij}G_{ij}G_{ji},$$
and the last sum is $\operatorname{tr}G^2$. Subtracting $(\operatorname{tr}G)^2$ gives claim 1. For all $G_{ij}=\Gamma$, $\operatorname{tr}G^2=N^2\Gamma^2$, which gives claim 4.

For the dynamics, the anticommutator terms of $\mathcal L$ sum to $\tfrac12\{R,\rho\}$. Cyclicity of the trace gives
$$\operatorname{tr}(Rs_j\rho s_i^\dagger)=\operatorname{tr}(s_i^\dagger Rs_j\rho),\qquad \tfrac12\operatorname{tr}(R\{R,\rho\})=\operatorname{tr}(R^2\rho),\qquad -i\operatorname{tr}(R[H,\rho])=i\operatorname{tr}([H,R]\rho),$$
so $\operatorname{tr}(R\,\mathcal L\rho)=\operatorname{tr}\big((S+i[H,R])\rho\big)$. Since $H$ has the same form as $R$, $\langle e|H=(\operatorname{tr}J)\langle e|$. Both $\langle e|HR|e\rangle$ and $\langle e|RH|e\rangle$ equal $\operatorname{tr}J\operatorname{tr}G$, the commutator drops out, and claim 2 follows.

For Hermitian $G=U\operatorname{diag}(\lambda)U^\dagger$ with unitary $U$, $\operatorname{tr}G^2=\sum_i\lambda_i^2$. The slope is the real number $\sum_i\lambda_i^2-2N\Gamma^2$, and dividing by $N>0$ gives claim 3.

### In an actual calculation

The full density matrix has $4^N$ entries, while the slope needs only the $N^2$ entries of $G$. For Hermitian $G$ one has $G_{ij}G_{ji}=|G_{ij}|^2$, so in NumPy the slope is `np.sum(abs(G)**2) - 2*np.sum(np.diag(G).real**2)`, with no diagonalisation. With equal diagonal entries it is positive when $\sum_{i\ne j}|G_{ij}|^2>N\Gamma^2$. A master-equation solver run for a few emitters from $|e\rangle\langle e|$ should reproduce this number as the small-step limit of the difference quotient of $\operatorname{tr}(R\rho)$, and the limit should not move when $J$ is changed.

## What the formal version assumes

The emitters are indexed by a finite type `ι`, and $N$ is `Fintype.card ι`. An operator, `Op ι`, is a complex matrix with rows and columns indexed by `Finset ι`, so the entry `M A B` is $\langle A|M|B\rangle$ on a space of dimension $2^N$. The matrix `lower j` has entry 1 at row `B.erase j`, column `B`, when `j ∈ B`. There are no signs, so operators of different emitters commute, as for qubits and unlike fermions. The full set `univ` labels $|e\rangle$; `excitedExp M` is `M univ univ`, and `excited` is $|e\rangle\langle e|$. Both $R$ and $H$ come from one definition, as `coupling G` and `coupling J`; `slopeOp G` is $S$, `lindblad J G` is $\mathcal L$ and `rate G ρ` is $\operatorname{tr}(R\rho)$. The first index of $G_{ij}$ goes with $s_i^\dagger$ and the second with $s_j$ everywhere.

The master equation is assumed, not derived from a field Hamiltonian, and $G$ and $J$ are inputs, not computed from positions and dipoles. The curve `ρ : ℝ → Op ι` has to satisfy two conditions: `h0` fixes $\rho(0)$, and `hρ` says that every matrix element has a two-sided derivative at $t=0$ equal to that element of $\mathcal L\rho(0)$. Nothing is required of $\rho(t)$ at other times, and no solution is constructed. As $\rho(t)$ is not required to be Hermitian, `rate` is complex-valued and claim 3 is phrased for its real part.

A physical generator has Hermitian $J$ and positive semidefinite $G$. The theorems ask for less: $J$ is arbitrary, $G$ is arbitrary in claims 1 and 2, and in claim 3 it is Hermitian (`hG`) with constant real diagonal (`hΓ`), with no sign condition on $\Gamma$. The family `hG.eigenvalues` is indexed by `ι`, so eigenvalues are counted with multiplicity. Only `initial_rise_iff` carries `[Nonempty ι]`, which makes the mean over eigenvalues meaningful; for $N=0$ the other formulas give zero.

## The file

In Lean 4 with Mathlib:

```lean
import Mathlib

open Matrix Finset

namespace CollectiveEmission

noncomputable section

variable {ι : Type*} [Fintype ι] [DecidableEq ι]

/-- Operators on the qubits `ι`; a basis state is labelled by the set of excited qubits. -/
abbrev Op (ι : Type*) := Matrix (Finset ι) (Finset ι) ℂ

/-- Lowering operator `s_j`: de-excites qubit `j`, and annihilates states in which it is
not excited. -/
def lower (j : ι) : Op ι := Matrix.of fun A B => if j ∈ B ∧ A = B.erase j then 1 else 0

/-- The operator `∑ G_ij s_i† s_j`. -/
def coupling (G : Matrix ι ι ℂ) : Op ι := ∑ i, ∑ j, G i j • ((lower i)ᴴ * lower j)

/-- The operator `∑ G_ij s_i† R s_j - R²` with `R = ∑ G_ij s_i† s_j`. -/
def slopeOp (G : Matrix ι ι ℂ) : Op ι :=
  ∑ i, ∑ j, G i j • ((lower i)ᴴ * coupling G * lower j) - coupling G * coupling G

/-- The expectation value `⟨e|M|e⟩` in the fully excited state. -/
def excitedExp (M : Op ι) : ℂ := M univ univ

/-- The density matrix `|e⟩⟨e|` of the fully excited state. -/
def excited : Op ι := diagonal fun A => if A = univ then 1 else 0

/-- Lindblad generator with Hamiltonian `∑ J_ij s_i† s_j` and decay matrix `G`. -/
def lindblad (J G : Matrix ι ι ℂ) (ρ : Op ι) : Op ι :=
  (-Complex.I) • (coupling J * ρ - ρ * coupling J) +
    ∑ i, ∑ j, G i j • (lower j * ρ * (lower i)ᴴ -
      (1 / 2 : ℂ) • ((lower i)ᴴ * lower j * ρ + ρ * ((lower i)ᴴ * lower j)))

/-- The emission rate `tr (R ρ)`. -/
def rate (G : Matrix ι ι ℂ) (ρ : Op ι) : ℂ := trace (coupling G * ρ)

/-- Matrix elements of `s_i† M s_j`: those of `M` with `i` and `j` de-excited, or zero. -/
theorem sandwich_apply (i j : ι) (M : Op ι) (A B : Finset ι) :
    ((lower i)ᴴ * M * lower j) A B =
      if i ∈ A ∧ j ∈ B then M (A.erase i) (B.erase j) else 0 := by
  have h1 : ∀ A D, (lower i)ᴴ A D = if i ∈ A ∧ D = A.erase i then 1 else 0 := by
    intro A D
    simp only [conjTranspose_apply, lower, of_apply]
    split_ifs <;> simp
  simp only [Matrix.mul_apply, h1]
  by_cases hi : i ∈ A <;> by_cases hj : j ∈ B <;> simp [lower, hi, hj]

/-- The row of `R` at the fully excited state: `⟨e|R = (tr G) ⟨e|`. -/
theorem coupling_excited_row (G : Matrix ι ι ℂ) (B : Finset ι) :
    coupling G univ B = if B = univ then trace G else 0 := by
  have h : ∀ k l : ι, ((lower k)ᴴ * lower l : Op ι) univ B =
      if k = l ∧ B = univ then 1 else 0 := by
    intro k l
    have := sandwich_apply k l 1 univ B
    rw [Matrix.mul_one, Matrix.one_apply] at this
    rw [this]
    by_cases hc : k = l ∧ B = univ
    · simp [hc.1, hc.2]
    · rw [if_neg hc]
      split_ifs with h1 h2
      · exfalso
        apply hc
        have hl : l ∉ univ.erase k := by rw [h2]; simp
        have hk : k = l := by
          by_contra hne
          exact hl (Finset.mem_erase.2 ⟨Ne.symm hne, mem_univ _⟩)
        subst hk
        refine ⟨rfl, ?_⟩
        rw [← Finset.insert_erase h1.2, ← h2, Finset.insert_erase (mem_univ _)]
      all_goals rfl
  simp only [coupling, Matrix.sum_apply, Matrix.smul_apply, h]
  by_cases hB : B = univ <;> simp [hB, trace]

/-- Between states with only `i`, resp. `j`, de-excited, `R` has the matrix element
`δ_ij (tr G - 2 G_ii) + G_ji`. -/
theorem coupling_one_hole (G : Matrix ι ι ℂ) (i j : ι) :
    coupling G (univ.erase i) (univ.erase j) =
      (if i = j then trace G - 2 * G i i else 0) + G j i := by
  have h : ∀ k l : ι, ((lower k)ᴴ * lower l : Op ι) (univ.erase i) (univ.erase j) =
      (if i = j then if k = l then 1 else 0 else 0) + (if k = j then if l = i then 1 else 0 else 0)
        - (if i = j then if k = i then if l = i then 2 else 0 else 0 else 0) := by
    intro k l
    -- two holes coincide by direct or by exchange pairing
    have key : k ≠ i ∧ l ≠ j → ((univ.erase i).erase k = (univ.erase j).erase l ↔
        (i = j ∧ k = l) ∨ (i = l ∧ k = j)) := by
      intro hk
      constructor
      · intro h
        have h1 : i ∉ (univ.erase j).erase l := by rw [← h]; simp
        have h2 : k ∉ (univ.erase j).erase l := by rw [← h]; simp
        simp only [Finset.mem_erase, mem_univ, and_true] at h1 h2
        have a : i = l ∨ i = j := by tauto
        have b : k = l ∨ k = j := by tauto
        rcases a with a | a <;> rcases b with b | b
        · exact absurd (b.trans a.symm) hk.1
        · exact Or.inr ⟨a, b⟩
        · exact Or.inl ⟨a, b⟩
        · exact absurd (b.trans a.symm) hk.1
      · rintro (⟨a, b⟩ | ⟨a, b⟩)
        · rw [a, b]
        · rw [a, b]; exact Finset.erase_right_comm
    have := sandwich_apply k l 1 (univ.erase i) (univ.erase j)
    rw [Matrix.mul_one, Matrix.one_apply] at this
    simp only [Finset.mem_erase, mem_univ, and_true] at this
    rw [this]
    clear this
    by_cases hkl : k ≠ i ∧ l ≠ j
    · rw [if_pos hkl]
      simp only [key hkl]
      clear key
      split_ifs <;> first | (norm_num; done) | grind
    · rw [if_neg hkl]
      clear key
      split_ifs <;> first | (norm_num; done) | grind
  simp only [coupling, Matrix.sum_apply, Matrix.smul_apply, h, smul_eq_mul, mul_add, mul_sub,
    Finset.sum_add_distrib, Finset.sum_sub_distrib]
  by_cases hij : i = j
  · subst hij
    simp [trace, Finset.sum_ite_irrel]
    ring
  · simp [hij, Finset.sum_ite_irrel]

/-- For any `G`, `⟨e| ∑ G_ij s_i† R s_j - R² |e⟩ = tr G² - 2 ∑ G_jj²`. -/
theorem slope_expectation (G : Matrix ι ι ℂ) :
    excitedExp (slopeOp G) = trace (G * G) - 2 * ∑ j, G j j ^ 2 := by
  have hsq : (coupling G * coupling G) univ univ = trace G * trace G := by
    simp [Matrix.mul_apply, coupling_excited_row]
  have e1 : trace (G * G) = ∑ i, ∑ j, G i j * G j i := by simp [trace, Matrix.mul_apply]
  have e2 : ∑ i, G i i * (trace G - 2 * G i i) = trace G * trace G - 2 * ∑ j, G j j ^ 2 := by
    have : trace G * trace G = ∑ i, G i i * trace G := by rw [← Finset.sum_mul]; rfl
    rw [this, Finset.mul_sum, ← Finset.sum_sub_distrib]
    exact Finset.sum_congr rfl fun _ _ => by ring
  simp only [excitedExp, slopeOp, Matrix.sub_apply, Matrix.sum_apply, Matrix.smul_apply,
    sandwich_apply, mem_univ, and_self, if_true, coupling_one_hole, hsq, smul_eq_mul, mul_add,
    Finset.sum_add_distrib, mul_ite, mul_zero, Finset.sum_ite_eq]
  rw [e2, e1]
  ring

/-- If all diagonal elements of `G` equal `Γ`, the expectation is `tr G² - 2 N Γ²`. -/
theorem slope_expectation_uniform (G : Matrix ι ι ℂ) (Γ : ℝ) (hΓ : ∀ j, G j j = Γ) :
    excitedExp (slopeOp G) = trace (G * G) - 2 * Fintype.card ι * (Γ : ℂ) ^ 2 := by
  rw [slope_expectation]
  simp only [hΓ, Finset.sum_const, Finset.card_univ, nsmul_eq_mul]
  ring

/-- Heisenberg picture: `tr (R L ρ) = tr ((∑ G_ij s_i† R s_j - R² + i [H, R]) ρ)`. -/
theorem rate_lindblad (J G : Matrix ι ι ℂ) (ρ : Op ι) :
    rate G (lindblad J G ρ) = trace ((slopeOp G +
      Complex.I • (coupling J * coupling G - coupling G * coupling J)) * ρ) := by
  have hd : ∑ i, ∑ j, G i j • (lower j * ρ * (lower i)ᴴ -
      (1 / 2 : ℂ) • ((lower i)ᴴ * lower j * ρ + ρ * ((lower i)ᴴ * lower j))) =
      ∑ i, ∑ j, G i j • (lower j * ρ * (lower i)ᴴ) -
        (1 / 2 : ℂ) • (coupling G * ρ + ρ * coupling G) := by
    simp only [coupling, smul_sub, Finset.sum_sub_distrib, Finset.sum_mul, Finset.mul_sum,
      smul_mul_assoc, mul_smul_comm, smul_add, Finset.sum_add_distrib, Finset.smul_sum,
      smul_smul, mul_comm (1 / 2 : ℂ)]
  -- cyclicity of the trace
  have c1 : ∀ i j : ι, trace (coupling G * (lower j * ρ * (lower i)ᴴ)) =
      trace ((lower i)ᴴ * coupling G * lower j * ρ) := by
    intro i j
    rw [← Matrix.mul_assoc, trace_mul_comm]
    simp only [Matrix.mul_assoc]
  have c2 : ∀ X : Op ι, trace (coupling G * (ρ * X)) = trace (X * coupling G * ρ) := by
    intro X
    rw [← Matrix.mul_assoc, trace_mul_comm]
    simp only [Matrix.mul_assoc]
  unfold rate lindblad
  rw [hd]
  simp only [slopeOp, mul_add, mul_sub, add_mul, sub_mul, Finset.mul_sum, Finset.sum_mul,
    mul_smul_comm, smul_mul_assoc, trace_add, trace_sub, trace_smul, trace_sum, c1, c2,
    smul_eq_mul]
  simp only [Matrix.mul_assoc]
  ring

/-- If `ρ` obeys the master equation at `t = 0` and starts fully excited, the emission rate
has time derivative `tr G² - 2 ∑ G_jj²` at `t = 0`, for every `J`. -/
theorem rate_hasDerivAt (J G : Matrix ι ι ℂ) (ρ : ℝ → Op ι) (h0 : ρ 0 = excited)
    (hρ : ∀ A B, HasDerivAt (fun t => ρ t A B) (lindblad J G (ρ 0) A B) 0) :
    HasDerivAt (fun t => rate G (ρ t)) (trace (G * G) - 2 * ∑ j, G j j ^ 2) 0 := by
  have h : HasDerivAt (fun t => ∑ A, ∑ B, coupling G A B * ρ t B A)
      (∑ A, ∑ B, coupling G A B * lindblad J G (ρ 0) B A) 0 :=
    HasDerivAt.fun_sum fun A _ => HasDerivAt.fun_sum fun B _ => (hρ B A).const_mul _
  have e : ∀ σ : Op ι, ∑ A, ∑ B, coupling G A B * σ B A = rate G σ := by
    intro σ
    simp only [rate, trace, diag_apply, Matrix.mul_apply]
  have htr : ∀ M : Op ι, trace (M * excited) = M univ univ := by
    intro M
    simp [trace, excited, mul_diagonal]
  have hm : ∀ X Y : Matrix ι ι ℂ, (coupling X * coupling Y) univ univ = trace X * trace Y := by
    intro X Y
    simp [Matrix.mul_apply, coupling_excited_row]
  have hs : slopeOp G univ univ = _ := slope_expectation G
  simp only [e] at h
  refine h.congr_deriv ?_
  -- the commutator [H, R] has zero expectation in the fully excited state
  rw [rate_lindblad, h0, htr]
  simp only [Matrix.add_apply, Matrix.smul_apply, Matrix.sub_apply, hm, hs, smul_eq_mul]
  ring

/-- For Hermitian `G`, `tr G²` is the sum of the squared eigenvalues. -/
theorem trace_sq_eq (G : Matrix ι ι ℂ) (hG : G.IsHermitian) :
    trace (G * G) = ((∑ i, hG.eigenvalues i ^ 2 : ℝ) : ℂ) := by
  obtain ⟨U, hU, h⟩ : ∃ U : Matrix ι ι ℂ, star U * U = 1 ∧
      G = U * diagonal (fun i => (hG.eigenvalues i : ℂ)) * star U :=
    ⟨hG.eigenvectorUnitary, Matrix.mem_unitaryGroup_iff'.mp hG.eigenvectorUnitary.2,
      hG.spectral_theorem⟩
  have hD : ∀ D : Matrix ι ι ℂ, U * D * star U * (U * D * star U) = U * (D * D) * star U := by
    intro D
    simp only [mul_assoc]
    rw [← mul_assoc (star U) U, hU, one_mul]
  have h2 : trace (G * G) = trace (U * diagonal (fun i => (hG.eigenvalues i : ℂ)) * star U *
      (U * diagonal (fun i => (hG.eigenvalues i : ℂ)) * star U)) := by rw [← h]
  rw [h2, hD, trace_mul_cycle, hU, one_mul, diagonal_mul_diagonal, trace_diagonal]
  simp [sq]

/-- For at least one qubit, Hermitian `G` with constant diagonal `Γ`, and `ρ` that starts fully
excited and obeys the master equation at `t = 0`, the real part of the
emission rate has positive initial slope iff the mean squared eigenvalue of `G` exceeds `2 Γ²`. -/
theorem initial_rise_iff [Nonempty ι] (J G : Matrix ι ι ℂ) (hG : G.IsHermitian) (Γ : ℝ)
    (hΓ : ∀ j, G j j = Γ) (ρ : ℝ → Op ι) (h0 : ρ 0 = excited)
    (hρ : ∀ A B, HasDerivAt (fun t => ρ t A B) (lindblad J G (ρ 0) A B) 0) :
    0 < deriv (fun t => (rate G (ρ t)).re) 0 ↔
      2 * Γ ^ 2 < (∑ i, hG.eigenvalues i ^ 2) / Fintype.card ι := by
  have h := rate_hasDerivAt J G ρ h0 hρ
  have hv : trace (G * G) - 2 * ∑ j, G j j ^ 2 =
      ((∑ i, hG.eigenvalues i ^ 2 - 2 * Fintype.card ι * Γ ^ 2 : ℝ) : ℂ) := by
    rw [trace_sq_eq G hG]
    simp only [hΓ, Finset.sum_const, Finset.card_univ, nsmul_eq_mul]
    push_cast
    ring
  rw [hv] at h
  have h2 : HasDerivAt (fun t => (rate G (ρ t)).re)
      (∑ i, hG.eigenvalues i ^ 2 - 2 * Fintype.card ι * Γ ^ 2) 0 :=
    Complex.reCLM.hasFDerivAt.comp_hasDerivAt (0 : ℝ) h
  have hN : (0 : ℝ) < Fintype.card ι := by exact_mod_cast Fintype.card_pos
  rw [h2.deriv, lt_div_iff₀ hN]
  constructor <;> intro _ <;> linarith

/-- Dicke limit, all `G_ij = Γ`: the expectation is `N (N - 2) Γ²`. -/
theorem slope_expectation_dicke (Γ : ℝ) :
    excitedExp (slopeOp (Matrix.of fun _ _ : ι => (Γ : ℂ))) =
      Fintype.card ι * ((Fintype.card ι : ℂ) - 2) * (Γ : ℂ) ^ 2 := by
  rw [slope_expectation_uniform (Matrix.of fun _ _ : ι => (Γ : ℂ)) Γ (fun _ => rfl)]
  simp only [trace, diag_apply, Matrix.mul_apply, of_apply, Finset.sum_const,
    Finset.card_univ, nsmul_eq_mul]
  ring

end

end CollectiveEmission
```

```lean
#print axioms CollectiveEmission.initial_rise_iff
#print axioms CollectiveEmission.slope_expectation_dicke
```

```
'CollectiveEmission.initial_rise_iff' depends on axioms: [propext, Classical.choice, Quot.sound]
'CollectiveEmission.slope_expectation_dicke' depends on axioms: [propext, Classical.choice, Quot.sound]
```

## Notes on the proof

`sandwich_apply` is the rule for $s_i^\dagger Ms_j$. It first writes the entries of `(lower i)ᴴ` as an indicator, then expands both products with `Matrix.mul_apply`; in each of the four cases for `i ∈ A` and `j ∈ B` the sums collapse to one term or vanish.

`coupling_excited_row` applies this rule with `M` equal to 1. From `l ∉ univ.erase k` it gets `k = l`, and reinserting the erased element shows that `B` is `univ`.

`coupling_one_hole` carries the combinatorics. Its step `key` states that for $k\ne i$, $l\ne j$ the two-hole sets coincide exactly under direct or exchange pairing; the exchange direction uses `Finset.erase_right_comm`, the commutation of two lowering operators. The matrix element is then written as an unrestricted direct indicator plus an unrestricted exchange indicator minus 2 at $i=j=k=l$, where both would count although the true element is zero. That correction is the term $-2G_{ii}$.

`slope_expectation` assembles the sum: `hsq` gives $(\operatorname{tr}G)^2$, `e1` identifies $\sum G_{ij}G_{ji}$ with $\operatorname{tr}G^2$, and `e2` evaluates the diagonal part. The uniform and Dicke versions substitute constants into the sums.

In `rate_lindblad`, `hd` collects the anticommutator terms into $\tfrac12\{R,\rho\}$, while `c1` and `c2` use `trace_mul_comm` to move $\rho$ to the right end. `rate_hasDerivAt` writes the rate as the finite sum $\sum_{A,B}R_{AB}\rho_{BA}(t)$ and differentiates it term by term with `HasDerivAt.fun_sum`. Then `htr` turns the trace against `excited` into the entry at `univ univ`, and `hm` gives the product of traces that cancels the commutator.

`trace_sq_eq` takes $U$ from `hG.spectral_theorem`, removes the inner $U^\dagger U$ in `hD` and the outer pair with `trace_mul_cycle`. `initial_rise_iff` rewrites the derivative as a real number, passes it through the continuous linear map `Complex.reCLM`, clears the denominator with `lt_div_iff₀`, and closes both directions by `linarith`.
